# Without a linear term in the polynomial exponent, the screened potential is even exactly when the exponent is

Inside the core radius, let a radial pseudo-orbital multiplied by $r$ be $u(r)=r^{l+1}e^{p(r)}$, where $l$ is the angular momentum and $p(r)=\sum_n c_n r^n$ is a real polynomial with $c_1=0$. In Hartree atomic units, the screened potential in this region, measured from the orbital energy, is then

$$W(r)=(l+1)\frac{p'(r)}{r}+\frac{p''(r)+p'(r)^2}{2}.$$

Its constant term is $(2l+3)c_2$, its linear coefficient is $3(l+2)c_3$, and $W$ is even in $r$ if and only if $p$ is. For norm-conserving pseudopotentials built from such a polynomial exponent, this means that an odd power in the exponent always leaves an odd power in the screened potential.

## From the pseudo-orbital to a polynomial

In Lean 4 with Mathlib:

```lean
import Mathlib

open Polynomial

namespace PseudopotentialParity

noncomputable section
```

The file loads the Mathlib library and opens its notation for polynomials. `ℝ[X]` is the type of real polynomials, `p.coeff n` is $c_n$, and `p.eval r` is the value $p(r)$.

```lean
/-- The polynomial `(l+1) p'/r + (p'' + p'^2)/2`, where division by `r` discards the constant term
of `p'` and lowers every other power by one. If `p` has no linear term, this is the screened
potential, measured from the orbital energy, belonging to the pseudo-orbital `r^(l+1) exp(p(r))`. -/
def screenedPotential (l : ℕ) (p : ℝ[X]) : ℝ[X] :=
  C ((l : ℝ) + 1) * (derivative p).divX
    + C (1 / 2) * (derivative (derivative p) + derivative p ^ 2)
```

This is $W$. It comes from inverting the radial Schrödinger equation in Hartree atomic units,

$$-\tfrac12u''+\Big[\frac{l(l+1)}{2r^2}+V\Big]u=\varepsilon u .$$

Since $u'/u=(l+1)/r+p'$,

$$\frac{u''}{u}=\Big(\frac{u'}{u}\Big)'+\Big(\frac{u'}{u}\Big)^2=\frac{l(l+1)}{r^2}+\frac{2(l+1)p'}{r}+p''+p'^2 .$$

The centrifugal terms cancel, and $V-\varepsilon=W$. The file starts from this formula; the inversion itself is done here by hand. Division by $r$ becomes `divX`, which discards the constant term and lowers every other power by one.

```lean
/-- A radial polynomial is even if it is unchanged under `r → -r`. -/
def IsEven (p : ℝ[X]) : Prop := ∀ r : ℝ, p.eval (-r) = p.eval r
```

Evenness is the statement $p(-r)=p(r)$ for every real $r$. Physical radii are non-negative, so this concerns the polynomial continued to negative $r$.

```lean
/-- The quartic exponent `c0 + c2 r^2 + c3 r^3 + c4 r^4` of Kerker's construction. -/
def kerkerQuartic (c0 c2 c3 c4 : ℝ) : ℝ[X] :=
  C c0 + C c2 * X ^ 2 + C c3 * X ^ 3 + C c4 * X ^ 4
```

This is Kerker's exponent $c_0+c_2r^2+c_3r^3+c_4r^4$, with arbitrary real coefficients. The conditions that would fix them, matching at the core radius and norm conservation, are not modelled.

```lean
/-- Away from the origin, and for an exponent without linear term, the polynomial
`screenedPotential` takes the value `(l+1) p'(r)/r + (p''(r) + p'(r)^2)/2`. -/
theorem screenedPotential_eval (l : ℕ) (p : ℝ[X]) (h1 : p.coeff 1 = 0)
    {r : ℝ} (hr : r ≠ 0) :
    (screenedPotential l p).eval r =
      ((l : ℝ) + 1) * (derivative p).eval r / r
        + ((derivative (derivative p)).eval r + (derivative p).eval r ^ 2) / 2 := by
  have h0 : (derivative p).coeff 0 = 0 := by
    rw [coeff_derivative]
    simp [h1]
  -- `p'` has no constant term, so it is exactly divisible by `r`
  have he := congrArg (eval r) (divX_mul_X_add (derivative p))
  simp only [eval_add, eval_mul, eval_X, eval_C, h0, add_zero] at he
  have hd : (derivative p).divX.eval r = (derivative p).eval r / r := by
    rw [eq_div_iff hr]
    exact he
  simp only [screenedPotential, eval_add, eval_mul, eval_C, eval_pow, hd]
  ring
```

The theorem confirms that the polynomial has the physical value whenever $c_1=0$ and $r\neq0$. The constant term of $p'$ is $c_1=0$, so `divX` discards nothing: multiplying the shifted polynomial by $r$ returns $p'(r)$, and one may divide by $r$.

The hypothesis `h1` says $c_1=0$. Physically it excludes the term $(l+1)c_1/r$, a Coulomb-like singularity of the kind that a smooth pseudopotential is meant to remove.

## The first surviving odd coefficient

```lean
/-- The coefficient of `r^n` in the screened potential, in terms of the exponent. -/
theorem screenedPotential_coeff (l : ℕ) (p : ℝ[X]) (n : ℕ) :
    (screenedPotential l p).coeff n =
      ((l : ℝ) + 1) * (n + 2) * p.coeff (n + 2)
        + ((n + 2) * (n + 1) * p.coeff (n + 2) + (derivative p ^ 2).coeff n) / 2 := by
  simp only [screenedPotential, coeff_add, coeff_C_mul, coeff_divX, coeff_derivative]
  push_cast
  ring
```

The coefficient of $r^n$ is $(n+2)c_{n+2}$ in $p'/r$ and $(n+2)(n+1)c_{n+2}$ in $p''$. Hence

$$W_n=(l+1)(n+2)c_{n+2}+\tfrac12\big[(n+2)(n+1)c_{n+2}+(p'^2)_n\big],$$

where a subscript $n$ denotes the coefficient of $r^n$. The proof inserts Mathlib's coefficient rules, and `ring` finishes the algebra.

```lean
/-- If the exponent has no odd terms up to order `2m+1`, the coefficient of `r^(2m+1)`
in the screened potential is `(2m+3)(l+m+2)` times the next odd coefficient. -/
theorem leading_odd_coeff (l : ℕ) (p : ℝ[X]) (m : ℕ)
    (h : ∀ j ≤ m, p.coeff (2 * j + 1) = 0) :
    (screenedPotential l p).coeff (2 * m + 1) =
      (2 * (m : ℝ) + 3) * (l + m + 2) * p.coeff (2 * m + 3) := by
  -- each product in `p'^2` of total order `2m+1` contains a vanishing factor
  have hsq : (derivative p ^ 2).coeff (2 * m + 1) = 0 := by
    rw [pow_two, coeff_mul]
    apply Finset.sum_eq_zero
    rintro ⟨i, j⟩ hij
    have hs : i + j = 2 * m + 1 := Finset.HasAntidiagonal.mem_antidiagonal.mp hij
    have hz : ∀ a ≤ m, (derivative p).coeff (2 * a) = 0 := by
      intro a ha
      rw [coeff_derivative, h a ha, zero_mul]
    change (derivative p).coeff i * (derivative p).coeff j = 0
    obtain ⟨a, ha | ha⟩ := Nat.even_or_odd' i
    · rw [ha, hz a (by omega), zero_mul]
    · have hj : j = 2 * (m - a) := by omega
      rw [hj, hz (m - a) (by omega), mul_zero]
  have e : 2 * m + 1 + 2 = 2 * m + 3 := by omega
  rw [screenedPotential_coeff, hsq, e]
  push_cast
  ring
```

Suppose $c_{2j+1}=0$ for all $j\le m$. The quadratic term is a sum of products,

$$(p'^2)_{2m+1}=\sum_{i+j=2m+1}(p')_i\,(p')_j .$$

The total order is odd, so one of the two indices is even, say $2a$ with $a\le m$. Its factor is $(p')_{2a}=(2a+1)c_{2a+1}=0$, and the whole sum vanishes. What remains is

$$W_{2m+1}=(2m+3)\Big[(l+1)+\frac{2m+2}{2}\Big]c_{2m+3}=(2m+3)(l+m+2)\,c_{2m+3}.$$

In the proof, `hsq` is the vanishing of the sum. It splits on whether `i` is even or odd, and `omega` settles the integer arithmetic of the indices.

```lean
/-- For an exponent without linear term, the first `m` odd coefficients of the screened
potential vanish iff the `m` coefficients of `r^3, r^5, ..., r^(2m+1)` in the exponent do. -/
theorem odd_terms_vanish_iff (l : ℕ) (p : ℝ[X]) (h1 : p.coeff 1 = 0) (m : ℕ) :
    (∀ j < m, (screenedPotential l p).coeff (2 * j + 1) = 0) ↔
      ∀ j < m, p.coeff (2 * j + 3) = 0 := by
  have low : ∀ j : ℕ, (∀ i < j, p.coeff (2 * i + 3) = 0) →
      ∀ i ≤ j, p.coeff (2 * i + 1) = 0 := by
    intro j hj i hi
    cases i with
    | zero => simpa using h1
    | succ k =>
      have e : 2 * (k + 1) + 1 = 2 * k + 3 := by omega
      rw [e]
      exact hj k (by omega)
  constructor
  · intro hW j
    -- climb through the odd orders, one coefficient at a time
    induction j using Nat.strong_induction_on with
    | _ j ih =>
      intro hj
      have hlead := leading_odd_coeff l p j
        (low j (fun i hi => ih i hi (by omega)))
      rw [hW j hj] at hlead
      have hpos : (2 * (j : ℝ) + 3) * (l + j + 2) ≠ 0 := by positivity
      exact (mul_eq_zero.mp hlead.symm).resolve_left hpos
  · intro hp j hj
    rw [leading_odd_coeff l p j (low j (fun i hi => hp i (by omega))), hp j hj, mul_zero]
```

For each $m$, the coefficients $W_{2j+1}$ with $j<m$ all vanish exactly when the $c_{2j+3}$ with $j<m$ do.

From left to right, one climbs through the orders. If the odd coefficients of $p$ below $c_{2j+3}$ are already known to vanish, the previous theorem gives

$$0=W_{2j+1}=(2j+3)(l+j+2)\,c_{2j+3}.$$

The prefactor is positive, so $c_{2j+3}=0$. This is the strong induction in the code, with `positivity` supplying the nonzero prefactor. From right to left, the same formula gives $W_{2j+1}=0$ directly. The auxiliary statement `low` adds $c_1=0$ to the list of vanishing coefficients, in the form that `leading_odd_coeff` expects.

## Parity of the whole potential

```lean
/-- A radial polynomial is even iff all its odd coefficients vanish. -/
theorem isEven_iff (p : ℝ[X]) : IsEven p ↔ ∀ j : ℕ, p.coeff (2 * j + 1) = 0 := by
  constructor
  · intro h j
    have hc : p.comp (C (-1) * X) = p := by
      apply Polynomial.funext
      intro r
      rw [eval_comp, eval_mul, eval_C, eval_X, neg_one_mul]
      exact h r
    have hj := congrArg (fun q : ℝ[X] => q.coeff (2 * j + 1)) hc
    simp only [comp_C_mul_X_coeff] at hj
    rw [Odd.neg_one_pow ⟨j, rfl⟩] at hj
    linarith
  · intro h r
    have hc : p.comp (C (-1) * X) = p := by
      ext n
      rw [comp_C_mul_X_coeff]
      obtain ⟨k, hk | hk⟩ := Nat.even_or_odd' n
      · rw [hk, pow_mul]
        norm_num
      · rw [hk, h k, zero_mul]
    have hr := congrArg (eval r) hc
    rw [eval_comp, eval_mul, eval_C, eval_X, neg_one_mul] at hr
    exact hr
```

Replacing $r$ by $-r$ multiplies $c_n$ by $(-1)^n$. If $p(-r)=p(r)$ for all real $r$, the two polynomials are identical (`Polynomial.funext`), so $-c_{2j+1}=c_{2j+1}$ and the odd coefficients vanish. Conversely, if they vanish, the substitution changes no coefficient and therefore no value.

```lean
/-- For an exponent without linear term, the screened potential has constant term
`(2l+3) c2` and linear coefficient `3(l+2) c3`, and it is even iff the exponent is even. -/
theorem screenedPotential_parity (l : ℕ) (p : ℝ[X]) (h1 : p.coeff 1 = 0) :
    (screenedPotential l p).coeff 0 = (2 * (l : ℝ) + 3) * p.coeff 2 ∧
    (screenedPotential l p).coeff 1 = 3 * ((l : ℝ) + 2) * p.coeff 3 ∧
    (IsEven (screenedPotential l p) ↔ IsEven p) := by
  refine ⟨?_, ?_, ?_⟩
  · have hsq : (derivative p ^ 2).coeff 0 = 0 := by
      rw [pow_two, mul_coeff_zero, coeff_derivative]
      simp [h1]
    rw [screenedPotential_coeff, hsq]
    norm_num
    ring
  · have h := leading_odd_coeff l p 0 (by
      intro j hj
      obtain rfl : j = 0 := by omega
      simpa using h1)
    simpa using h
  · rw [isEven_iff, isEven_iff]
    constructor
    · intro hW j
      cases j with
      | zero => simpa using h1
      | succ k =>
        have e : 2 * (k + 1) + 1 = 2 * k + 3 := by omega
        rw [e]
        exact (odd_terms_vanish_iff l p h1 (k + 1)).mp (fun i _ => hW i) k (by omega)
    · intro hp j
      refine (odd_terms_vanish_iff l p h1 (j + 1)).mpr (fun i _ => ?_) j (by omega)
      have e : 2 * i + 3 = 2 * (i + 1) + 1 := by omega
      rw [e]
      exact hp (i + 1)
```

The theorem has three parts, joined by `∧`.

- **Constant term.** At $n=0$ the quadratic contribution is $c_1^2=0$, so $W_0=2(l+1)c_2+c_2=(2l+3)c_2$.
- **Linear coefficient.** `leading_odd_coeff` at $m=0$ gives $W_1=3(l+2)c_3$.
- **Parity.** `isEven_iff` turns both sides into statements about odd coefficients. The order-by-order equivalence then links them, with $c_1=0$ supplying the one odd coefficient of $p$ that it does not reach.

The smallest non-constant case is $p=c_2r^2$, for which $W=(2l+3)c_2+2c_2^2r^2$. With $c_2=-\omega/2$ and $\omega>0$ this is $\tfrac12\omega^2r^2-(l+\tfrac32)\omega$: the isotropic harmonic oscillator, measured from the energy of its lowest state of angular momentum $l$.

## Kerker's cubic term

```lean
/-- With Kerker's quartic exponent, the screened potential is even iff the cubic
coefficient is zero. -/
theorem kerkerQuartic_even_iff (l : ℕ) (c0 c2 c3 c4 : ℝ) :
    IsEven (screenedPotential l (kerkerQuartic c0 c2 c3 c4)) ↔ c3 = 0 := by
  have h1 : (kerkerQuartic c0 c2 c3 c4).coeff 1 = 0 := by
    simp [kerkerQuartic, coeff_X_pow]
  rw [(screenedPotential_parity l _ h1).2.2]
  simp only [IsEven, kerkerQuartic, eval_add, eval_mul, eval_C, eval_pow, eval_X]
  constructor
  · intro h
    have h' := h 1
    norm_num at h'
    linarith
  · intro h r
    rw [h]
    ring

end

end PseudopotentialParity
```

Kerker's exponent has no linear term, so the parity theorem applies and only the evenness of the quartic has to be decided. Setting $r=1$ in $p(-r)=p(r)$ gives $-c_3=c_3$, hence $c_3=0$; without the cubic term, only even powers are left.

A nonzero $c_3$ therefore puts the term $3(l+2)c_3\,r$ into the screened potential, which is a cusp at the nucleus when read as a function of position in three dimensions. The Troullier–Martins exponent contains only even powers of $r$, so within this polynomial form its screened potential has no odd terms.

```lean
#print axioms PseudopotentialParity.screenedPotential_eval
#print axioms PseudopotentialParity.screenedPotential_parity
#print axioms PseudopotentialParity.kerkerQuartic_even_iff
```

```
'PseudopotentialParity.screenedPotential_eval' depends on axioms: [propext, Classical.choice, Quot.sound]
'PseudopotentialParity.screenedPotential_parity' depends on axioms: [propext, Classical.choice, Quot.sound]
'PseudopotentialParity.kerkerQuartic_even_iff' depends on axioms: [propext, Classical.choice, Quot.sound]
```
